# Closed forms for the two-centre overlap and nuclear-attraction integrals of two Slater 1s orbitals with equal exponents

Take R > 0 and the double integral of e^(−Ru) (u − v) over u from 1 to ∞ and v from −1 to 1. The v integral is elementary, because the odd part drops out:

∫₋₁¹ (u − v) dv = 2u

What remains is one integral over u, done by parts:

∫₁^∞ 2u e^(−Ru) du = 2 e^(−R) (1/R + 1/R²)

Multiplying by R²/2 gives e^(−R) (1 + R). In atomic units this is the matrix element, between two hydrogen 1s orbitals a distance R apart, of the inverse distance to one of the nuclei. It is called the resonance integral here, a name also used for the matrix element of the full Hamiltonian. The overlap and the Coulomb attraction follow the same pattern: integrating over v leaves a polynomial in u times an exponential.

```lean
import Mathlib

open MeasureTheory Set Filter Topology

namespace TwoCentreIntegrals

noncomputable section
```

## Orbitals and coordinates

Let a and b be the distances of the electron from nuclei A and B, in atomic units. Each nucleus carries a 1s orbital with the same exponent ζ > 0,

φ(r) = √(ζ³/π) e^(−ζr)

where r is the distance to its own nucleus. The prefactor is the usual normalisation constant.

```lean
/-- The normalised 1s orbital with exponent `ζ`, as a function of the distance to its nucleus. -/
def orbital (ζ r : ℝ) : ℝ := Real.sqrt (ζ ^ 3 / Real.pi) * Real.exp (-(ζ * r))
```

Prolate spheroidal coordinates are u = (a + b)/R and v = (a − b)/R, so that

a = R(u + v)/2,  b = R(u − v)/2

After integration over the azimuth, the volume element is 2π (R/2)³ (u² − v²) du dv. The definition `spaceIntegral` takes this element as given; the change of variables from Cartesian coordinates is an input here, not a theorem. `Ioi (1 : ℝ)` is the open half-line u > 1. Leaving out the edge u = 1 does not change the integral and keeps both distances positive.

```lean
/-- The integral over space, in prolate spheroidal coordinates, of a function of the distances
to two nuclei A and B a distance `R` apart; the azimuth has been integrated out. -/
def spaceIntegral (R : ℝ) (f : ℝ → ℝ → ℝ) : ℝ :=
  ∫ u in Ioi (1 : ℝ), ∫ v in (-1 : ℝ)..1,
    f (R * (u + v) / 2) (R * (u - v) / 2) * (2 * Real.pi * (R / 2) ^ 3 * (u ^ 2 - v ^ 2))
```

The overlap is the space integral of φ(a) φ(b).

```lean
/-- The overlap of the 1s orbitals on A and B. -/
def overlap (ζ R : ℝ) : ℝ := spaceIntegral R fun a b => orbital ζ a * orbital ζ b
```

The resonance integral places the inverse distance to A between the two orbitals: φ(a) (1/a) φ(b).

```lean
/-- The matrix element of the inverse distance to A between the orbitals on A and B. -/
def resonance (ζ R : ℝ) : ℝ :=
  spaceIntegral R fun a b => orbital ζ a * (1 / a) * orbital ζ b
```

The Coulomb integral averages the same inverse distance over the density of the orbital on B: φ(b)² / a. Both attraction integrals are positive as defined; the corresponding energies carry a factor of minus the nuclear charge.

```lean
/-- The mean inverse distance to A in the orbital on B. -/
def coulomb (ζ R : ℝ) : ℝ :=
  spaceIntegral R fun a b => orbital ζ b * (1 / a) * orbital ζ b
```

## The integrals over u

Define Fₙ(x) = e^(−x) Σⱼ xʲ/j!, with j running from 0 to n. Differentiating the exponential returns −Fₙ(x), while differentiating the sum gives the same series with its last term missing. Everything cancels but that last term:

Fₙ′(x) = −e^(−x) xⁿ/n!

Lean does the cancellation by induction. Going from n to n + 1 adds e^(−x) xⁿ⁺¹/(n+1)!, whose derivative cancels the old remainder and leaves the new one.

```lean
/-- The derivative of `exp (-x)` times the exponential series cut after order `n` is
`-exp (-x) x ^ n / n!`. -/
theorem hasDerivAt_exp_mul_partial (n : ℕ) (x : ℝ) :
    HasDerivAt (fun y : ℝ => Real.exp (-y) *
      ∑ j ∈ Finset.range (n + 1), y ^ j / (j.factorial : ℝ))
      (-(Real.exp (-x) * (x ^ n / (n.factorial : ℝ)))) x := by
  have he : HasDerivAt (fun y : ℝ => Real.exp (-y)) (-Real.exp (-x)) x := by
    simpa using (hasDerivAt_id' x).fun_neg.exp
  induction n with
  | zero => simpa using he
  | succ n ih =>
    have h := ih.fun_add
      (he.fun_mul ((hasDerivAt_pow (n + 1) x).div_const ((n + 1).factorial : ℝ)))
    have hf : (fun y : ℝ => Real.exp (-y) *
        ∑ j ∈ Finset.range (n + 1 + 1), y ^ j / (j.factorial : ℝ)) =
        fun y : ℝ => Real.exp (-y) * ∑ j ∈ Finset.range (n + 1), y ^ j / (j.factorial : ℝ)
          + Real.exp (-y) * (y ^ (n + 1) / ((n + 1).factorial : ℝ)) := by
      funext y
      rw [Finset.sum_range_succ, mul_add]
    rw [hf]
    refine h.congr_deriv ?_
    have h2 : (n : ℝ) + 1 ≠ 0 := by positivity
    simp only [Nat.add_sub_cancel, Nat.factorial_succ, Nat.cast_mul, Nat.cast_add, Nat.cast_one]
    rw [mul_div_mul_left _ _ h2]
    ring
```

For k > 0 the chain rule now gives an antiderivative of uⁿ e^(−ku), namely −(n!/kⁿ⁺¹) Fₙ(ku). It tends to zero as u → ∞, since the exponential beats every power, so only the lower limit contributes:

∫₁^∞ uⁿ e^(−ku) du = (n!/kⁿ⁺¹) Fₙ(k)

The theorem also states convergence. The integrand is non-negative and its antiderivative has a finite limit, which is enough for integrability. In the proof, `hd` is the derivative, `hpos` the sign and `ht` the limit.

```lean
/-- The auxiliary integral of `u ^ n exp (-k u)` over `u > 1` converges for `k > 0` and equals
`n! / k ^ (n + 1)` times `exp (-k)` times the exponential series of `k` cut after order `n`. -/
theorem auxiliary_integral {k : ℝ} (hk : 0 < k) (n : ℕ) :
    IntegrableOn (fun u : ℝ => u ^ n * Real.exp (-(k * u))) (Ioi 1) ∧
    ∫ u in Ioi (1 : ℝ), u ^ n * Real.exp (-(k * u)) = (n.factorial : ℝ) / k ^ (n + 1) *
      (Real.exp (-k) * ∑ j ∈ Finset.range (n + 1), k ^ j / (j.factorial : ℝ)) := by
  have hd : ∀ u ∈ Ici (1 : ℝ), HasDerivAt (fun u : ℝ => -((n.factorial : ℝ) / k ^ (n + 1)) *
      (Real.exp (-(k * u)) * ∑ j ∈ Finset.range (n + 1), (k * u) ^ j / (j.factorial : ℝ)))
      (u ^ n * Real.exp (-(k * u))) u := by
    intro u _
    have hl : HasDerivAt (fun u : ℝ => k * u) k u := by
      simpa using (hasDerivAt_id' u).const_mul k
    have h := ((hasDerivAt_exp_mul_partial n (k * u)).comp u hl).const_mul
      (-((n.factorial : ℝ) / k ^ (n + 1)))
    refine h.congr_deriv ?_
    have hn : (n.factorial : ℝ) ≠ 0 := by positivity
    rw [mul_pow]
    field_simp
    ring
  have hpos : ∀ u ∈ Ioi (1 : ℝ), 0 ≤ u ^ n * Real.exp (-(k * u)) := by
    intro u hu
    have : 0 < u := lt_trans one_pos hu
    positivity
  -- the exponential beats every power, so the antiderivative vanishes at infinity
  have h0 : Tendsto (fun y : ℝ => Real.exp (-y) *
      ∑ j ∈ Finset.range (n + 1), y ^ j / (j.factorial : ℝ)) atTop (𝓝 0) := by
    have h := tendsto_finsetSum (Finset.range (n + 1)) (fun j _ =>
      (Real.tendsto_pow_mul_exp_neg_atTop_nhds_zero j).div_const (j.factorial : ℝ))
    simp only [zero_div, Finset.sum_const_zero] at h
    refine h.congr (fun y => ?_)
    rw [Finset.mul_sum]
    exact Finset.sum_congr rfl (fun j _ => by ring)
  have ht := (h0.comp (tendsto_id.const_mul_atTop hk)).const_mul
    (-((n.factorial : ℝ) / k ^ (n + 1)))
  rw [mul_zero] at ht
  refine ⟨integrableOn_Ioi_deriv_of_nonneg' hd hpos ht, ?_⟩
  rw [integral_Ioi_of_hasDerivAt_of_nonneg' hd hpos ht]
  simp only [mul_one]
  ring
```

For n = 0, 1, 2 the values are e^(−k) times 1/k, 1/k + 1/k² and 1/k + 2/k² + 2/k³. Convergence allows the integral of a sum to be split, so for real coefficients a, b, c (in this formula not distances)

∫₁^∞ (a + bu + cu²) e^(−ku) du = e^(−k) [a/k + b(1/k + 1/k²) + c(1/k + 2/k² + 2/k³)]

```lean
/-- The integral over `u > 1` of a quadratic polynomial times `exp (-k u)`. -/
theorem integral_quadratic {k : ℝ} (hk : 0 < k) (a b c : ℝ) :
    ∫ u in Ioi (1 : ℝ), (a + b * u + c * u ^ 2) * Real.exp (-(k * u)) =
      Real.exp (-k) * (a / k + b * (1 / k + 1 / k ^ 2) +
        c * (1 / k + 2 / k ^ 2 + 2 / k ^ 3)) := by
  obtain ⟨i0, e0⟩ := auxiliary_integral hk 0
  obtain ⟨i1, e1⟩ := auxiliary_integral hk 1
  obtain ⟨i2, e2⟩ := auxiliary_integral hk 2
  have hs : (fun u : ℝ => (a + b * u + c * u ^ 2) * Real.exp (-(k * u))) =
      fun u : ℝ => (a * (u ^ 0 * Real.exp (-(k * u))) + b * (u ^ 1 * Real.exp (-(k * u))))
        + c * (u ^ 2 * Real.exp (-(k * u))) := by
    funext u
    ring
  have i01 : IntegrableOn (fun u : ℝ => a * (u ^ 0 * Real.exp (-(k * u))) +
      b * (u ^ 1 * Real.exp (-(k * u)))) (Ioi 1) :=
    Integrable.add (Integrable.const_mul i0 a) (Integrable.const_mul i1 b)
  rw [hs, integral_add i01 (Integrable.const_mul i2 c),
    integral_add (Integrable.const_mul i0 a) (Integrable.const_mul i1 b),
    integral_const_mul, integral_const_mul, integral_const_mul, e0, e1, e2]
  simp only [Finset.sum_range_succ, Finset.sum_range_zero, Nat.factorial_zero,
    Nat.factorial_one, Nat.factorial_two, Nat.cast_one, Nat.cast_ofNat]
  field_simp
  ring
```

## Three dimensionless double integrals

For the overlap, the v integral is

∫₋₁¹ (u² − v²) dv = 2u² − 2/3

The quadratic formula with a = −2/3, b = 0, c = 2 gives

(k³/4) e^(−k) [4/(3k) + 4/k² + 4/k³] = e^(−k) (1 + k + k²/3)

With k = R this is the overlap of two hydrogen 1s orbitals. In the code, `inner` is the v integral, and `field_simp` and `ring` do the closing algebra.

```lean
/-- The dimensionless overlap integral in spheroidal coordinates. -/
theorem spheroidal_overlap {k : ℝ} (hk : 0 < k) :
    k ^ 3 / 4 * ∫ u in Ioi (1 : ℝ), ∫ v in (-1 : ℝ)..1,
      Real.exp (-(k * u)) * (u ^ 2 - v ^ 2) = Real.exp (-k) * (1 + k + k ^ 2 / 3) := by
  have inner (u : ℝ) : ∫ v in (-1 : ℝ)..1, Real.exp (-(k * u)) * (u ^ 2 - v ^ 2) =
      (-2 / 3 + 0 * u + 2 * u ^ 2) * Real.exp (-(k * u)) := by
    rw [intervalIntegral.integral_const_mul, intervalIntegral.integral_sub
      (Continuous.intervalIntegrable (by fun_prop) _ _)
      (Continuous.intervalIntegrable (by fun_prop) _ _),
      intervalIntegral.integral_const, integral_pow, smul_eq_mul]
    push_cast
    ring
  simp_rw [inner]
  rw [integral_quadratic hk]
  field_simp
  ring
```

The resonance integral is the opening calculation with k in place of R: the v integral gives 2u, and

(k²/2) · 2 e^(−k) (1/k + 1/k²) = e^(−k) (1 + k)

```lean
/-- The dimensionless resonance attraction integral in spheroidal coordinates. -/
theorem spheroidal_resonance {k : ℝ} (hk : 0 < k) :
    k ^ 2 / 2 * ∫ u in Ioi (1 : ℝ), ∫ v in (-1 : ℝ)..1,
      Real.exp (-(k * u)) * (u - v) = Real.exp (-k) * (1 + k) := by
  have inner (u : ℝ) : ∫ v in (-1 : ℝ)..1, Real.exp (-(k * u)) * (u - v) =
      (0 + 2 * u + 0 * u ^ 2) * Real.exp (-(k * u)) := by
    rw [intervalIntegral.integral_const_mul, intervalIntegral.integral_sub
      (Continuous.intervalIntegrable (by fun_prop) _ _)
      (Continuous.intervalIntegrable (by fun_prop) _ _),
      intervalIntegral.integral_const, integral_id, smul_eq_mul]
    ring
  simp_rw [inner]
  rw [integral_quadratic hk]
  field_simp
  ring
```

In the Coulomb integral the exponent depends on v as well. An antiderivative in v of e^(−k(u−v)) (u − v) is

e^(−k(u−v)) [(u − v)/k + 1/k²]

Its values at v = 1 and v = −1 differ by

e^(−ku) { eᵏ (1/k² − 1/k) − e^(−k) (1/k² + 1/k) + (eᵏ − e^(−k)) u/k }

The expression in braces is linear in u, so the quadratic formula applies with c = 0. The terms in 1/k² that carry eᵏ cancel, leaving

2/k³ − e^(−2k) (2/k³ + 2/k²)

and multiplication by k²/2 gives 1/k − e^(−2k) (1 + 1/k). Lean writes e^(−2k) as `Real.exp (-k) ^ 2`.

```lean
/-- The dimensionless Coulomb attraction integral in spheroidal coordinates. -/
theorem spheroidal_coulomb {k : ℝ} (hk : 0 < k) :
    k ^ 2 / 2 * ∫ u in Ioi (1 : ℝ), ∫ v in (-1 : ℝ)..1,
      Real.exp (-(k * (u - v))) * (u - v) =
      1 / k - Real.exp (-k) ^ 2 * (1 + 1 / k) := by
  have inner (u : ℝ) : ∫ v in (-1 : ℝ)..1, Real.exp (-(k * (u - v))) * (u - v) =
      ((Real.exp k * (1 / k ^ 2 - 1 / k) - Real.exp (-k) * (1 / k ^ 2 + 1 / k)) +
        ((Real.exp k - Real.exp (-k)) / k) * u + 0 * u ^ 2) * Real.exp (-(k * u)) := by
    have hd (v : ℝ) : HasDerivAt
        (fun v : ℝ => Real.exp (-(k * (u - v))) * ((u - v) / k + 1 / k ^ 2))
        (Real.exp (-(k * (u - v))) * (u - v)) v := by
      have h1 : HasDerivAt (fun v : ℝ => u - v) (-1) v := by
        simpa using (hasDerivAt_id' v).const_sub u
      refine ((h1.const_mul k).fun_neg.exp.fun_mul
        ((h1.div_const k).add_const (1 / k ^ 2))).congr_deriv ?_
      field_simp
      ring
    have e1 : Real.exp (-(k * (u - 1))) = Real.exp k * Real.exp (-(k * u)) := by
      rw [← Real.exp_add]
      congr 1
      ring
    have e2 : Real.exp (-(k * (u - -1))) = Real.exp (-k) * Real.exp (-(k * u)) := by
      rw [← Real.exp_add]
      congr 1
      ring
    rw [intervalIntegral.integral_eq_sub_of_hasDerivAt (fun v _ => hd v)
      (Continuous.intervalIntegrable (by fun_prop) _ _), e1, e2]
    ring
  simp_rw [inner]
  rw [integral_quadratic hk, Real.exp_neg]
  have hE : Real.exp k ≠ 0 := Real.exp_ne_zero k
  generalize Real.exp k = E at hE ⊢
  field_simp
  ring
```

## From orbitals to double integrals

The product of two orbital values depends only on the sum of their arguments:

φ(a) φ(b) = (ζ³/π) e^(−ζ(a+b))

For one orbital on each nucleus, a + b = Ru, so the exponential is free of v. For the density on B the sum is 2b = R(u − v).

```lean
/-- The product of two 1s orbital values depends only on the sum of the two distances. -/
theorem orbital_mul {ζ : ℝ} (hζ : 0 < ζ) (a b : ℝ) :
    orbital ζ a * orbital ζ b = ζ ^ 3 / Real.pi * Real.exp (-(ζ * (a + b))) := by
  have hs : Real.sqrt (ζ ^ 3 / Real.pi) * Real.sqrt (ζ ^ 3 / Real.pi) = ζ ^ 3 / Real.pi :=
    Real.mul_self_sqrt (by positivity)
  have he : Real.exp (-(ζ * (a + b))) = Real.exp (-(ζ * a)) * Real.exp (-(ζ * b)) := by
    rw [← Real.exp_add]
    congr 1
    ring
  unfold orbital
  rw [he]
  linear_combination (Real.exp (-(ζ * a)) * Real.exp (-(ζ * b))) * hs
```

To transfer a result to `spaceIntegral`, it suffices to compare integrands. If the function times the volume element equals a constant c times g(u, v) throughout u > 1 and −1 ≤ v ≤ 1, the integrals stand in the same ratio. The lemma asks for a little more, equality for all v ≥ −1, which holds in each use below.

```lean
/-- If the integrand times the volume element is `c` times `g u v`, the space integral is `c`
times the double integral of `g`. -/
theorem spaceIntegral_eq {R : ℝ} {f : ℝ → ℝ → ℝ} (c : ℝ) (g : ℝ → ℝ → ℝ)
    (h : ∀ u v : ℝ, 1 < u → -1 ≤ v → f (R * (u + v) / 2) (R * (u - v) / 2) *
      (2 * Real.pi * (R / 2) ^ 3 * (u ^ 2 - v ^ 2)) = c * g u v) :
    spaceIntegral R f = c * ∫ u in Ioi (1 : ℝ), ∫ v in (-1 : ℝ)..1, g u v := by
  unfold spaceIntegral
  rw [← integral_const_mul]
  refine setIntegral_congr_fun measurableSet_Ioi fun u hu => ?_
  rw [← intervalIntegral.integral_const_mul]
  refine intervalIntegral.integral_congr fun v hv => ?_
  rw [Set.uIcc_of_le (by norm_num)] at hv
  exact h u v hu hv.1
```

Set k = ζR. The constants in the overlap combine to

(ζ³/π) · 2π (R/2)³ = k³/4

In the two attraction integrals, 1/a = 2/(R(u + v)), and the volume element removes the singularity at the nucleus:

(u² − v²)/(u + v) = u − v

The constant is then ζk²/2. This cancellation needs u + v ≠ 0, which follows from u > 1 and v ≥ −1; it is `huv` in the code. Inserting the three double integrals gives, for every ζ > 0 and R > 0,

overlap = e^(−ζR) (1 + ζR + (ζR)²/3)

resonance = ζ e^(−ζR) (1 + ζR)

Coulomb = 1/R − e^(−2ζR) (ζ + 1/R)

The final theorem states these three equalities together, for real ζ and R. It covers equal exponents only; with different exponents on the two nuclei, the exponential in the overlap would keep a dependence on v. In the minimal-basis model of H₂⁺, with one electron, fixed nuclei and one such orbital per nucleus, these are the two-centre overlap and nuclear-attraction integrals that enter the energy. The two-centre kinetic-energy integral enters too, but it equals −ζ²/2 times the overlap plus ζ times the resonance integral. The three closed forms can also serve as exact reference values for a numerical quadrature of the same integrals.

```lean
/-- Closed forms of the overlap, the resonance attraction and the Coulomb attraction for two
1s orbitals of exponent `ζ` on nuclei a distance `R` apart. -/
theorem two_centre_integrals {ζ R : ℝ} (hζ : 0 < ζ) (hR : 0 < R) :
    overlap ζ R = Real.exp (-(ζ * R)) * (1 + ζ * R + (ζ * R) ^ 2 / 3) ∧
    resonance ζ R = ζ * (Real.exp (-(ζ * R)) * (1 + ζ * R)) ∧
    coulomb ζ R = 1 / R - Real.exp (-(ζ * R)) ^ 2 * (ζ + 1 / R) := by
  have hk : 0 < ζ * R := mul_pos hζ hR
  have hpi : Real.pi ≠ 0 := Real.pi_ne_zero
  have ho (a b x : ℝ) : orbital ζ a * x * orbital ζ b =
      ζ ^ 3 / Real.pi * Real.exp (-(ζ * (a + b))) * x := by
    rw [mul_right_comm (orbital ζ a), orbital_mul hζ]
  refine ⟨?_, ?_, ?_⟩
  · rw [← spheroidal_overlap hk]
    refine spaceIntegral_eq _ (fun u v => Real.exp (-(ζ * R * u)) * (u ^ 2 - v ^ 2))
      fun u v _ _ => ?_
    simp only [orbital_mul hζ]
    rw [show ζ * (R * (u + v) / 2 + R * (u - v) / 2) = ζ * R * u by ring]
    generalize Real.exp (-(ζ * R * u)) = E
    field_simp
    ring
  · rw [← spheroidal_resonance hk, ← mul_assoc]
    refine spaceIntegral_eq _ (fun u v => Real.exp (-(ζ * R * u)) * (u - v))
      fun u v hu hv => ?_
    -- the volume element cancels the singularity at the nucleus
    have huv : u + v ≠ 0 := by linarith
    simp only [ho]
    rw [show ζ * (R * (u + v) / 2 + R * (u - v) / 2) = ζ * R * u by ring]
    generalize Real.exp (-(ζ * R * u)) = E
    field_simp
    ring
  · have h : coulomb ζ R = ζ * ((ζ * R) ^ 2 / 2) * ∫ u in Ioi (1 : ℝ), ∫ v in (-1 : ℝ)..1,
        Real.exp (-(ζ * R * (u - v))) * (u - v) := by
      refine spaceIntegral_eq _ (fun u v => Real.exp (-(ζ * R * (u - v))) * (u - v))
        fun u v hu hv => ?_
      have huv : u + v ≠ 0 := by linarith
      simp only [ho]
      rw [show ζ * (R * (u - v) / 2 + R * (u - v) / 2) = ζ * R * (u - v) by ring]
      generalize Real.exp (-(ζ * R * (u - v))) = E
      field_simp
      ring
    rw [h, mul_assoc, spheroidal_coulomb hk]
    generalize Real.exp (-(ζ * R)) = E
    field_simp

end

end TwoCentreIntegrals
```

```lean
#print axioms TwoCentreIntegrals.two_centre_integrals
```

```
'TwoCentreIntegrals.two_centre_integrals' depends on axioms: [propext, Classical.choice, Quot.sound]
```

## What goes wrong at zero separation

The overlap formula fails if R = 0 is allowed. Take ζ = 1 and R = 0. The volume element contains (R/2)³ = 0, so `overlap 1 0` is the integral of zero, which is 0, while the right-hand side is e⁰ (1 + 0 + 0) = 1. The value 1 is the physically correct overlap of two coincident normalised orbitals, and the closed form approaches it as R → 0. What breaks down is the coordinate system, which needs two distinct foci.

The condition ζ > 0 matters too, for a different reason: at ζ = 0 the function φ vanishes identically, so it is no longer a normalised orbital, and the overlap is 0, but the right-hand side is again 1.
